# For β ≥ 0, the rf-SQUID flux equation has a unique solution at every external flux exactly when β ≤ 1

For a screening parameter \(\beta\ge 0\), the equation

\[
\varphi+\beta\sin\varphi=\varphi_e
\]

has exactly one real solution \(\varphi\) for every real \(\varphi_e\) if and only if \(\beta\le 1\). When \(\beta>1\) and \(\varphi_e=\pi\), it has at least three solutions: \(\pi\) and a pair \(\pi\pm\delta\) with \(0<\delta<\pi\). The outer two have equal potential energy, strictly below the energy at \(\pi\).

## A superconducting loop with one junction

An rf-SQUID is a superconducting loop of inductance \(L\) interrupted by one Josephson junction of critical current \(I_c\). Let \(\Phi\) be the total flux through the loop, \(\Phi_{\text{ext}}\) the applied flux and \(\Phi_0=h/2e\) the superconducting flux quantum. Define

\[
\varphi=\frac{2\pi\Phi}{\Phi_0},\qquad
\varphi_e=\frac{2\pi\Phi_{\text{ext}}}{\Phi_0},\qquad
\beta=\frac{2\pi L I_c}{\Phi_0}.
\]

Fluxoid quantisation ties the junction phase to \(\varphi\) modulo \(2\pi\), so a current \(I_c\sin\varphi\) circulates. It lowers the total flux when \(\sin\varphi>0\) and raises it when \(\sin\varphi<0\), and in a static state \(\Phi=\Phi_{\text{ext}}-LI_c\sin\varphi\). Multiplying by \(2\pi/\Phi_0\) gives the equation above. The value \(\varphi_e=\pi\) is an applied flux of half a flux quantum.

In units of \((\Phi_0/2\pi)^2/L\), the magnetic and Josephson energies add up, apart from a constant, to

\[
U(\varphi)=\frac{(\varphi-\varphi_e)^2}{2}-\beta\cos\varphi,
\qquad
U'(\varphi)=\varphi+\beta\sin\varphi-\varphi_e .
\]

The solutions of the flux equation are therefore the stationary points of \(U\). For \(\beta>1\), the two lowest static states of this classical, one-coordinate model at half a flux quantum are the starting point for describing an rf-SQUID flux qubit; tunnelling between them needs a quantum treatment.

## What the theorems say

The function `totalPhase β φ` is the left side \(\varphi+\beta\sin\varphi\), and `squidEnergy β φe φ` is \(U(\varphi)\). All arguments are real numbers. In particular, the phase is not taken modulo \(2\pi\): it measures the total flux, and values that differ by \(2\pi\) are different states of the loop.

- `existsUnique_solution_iff` assumes `0 ≤ β` and states the equivalence. The quantifier `∀ φe : ℝ` stands inside its left side, so \(\beta\le1\) is equivalent to uniqueness at all external phases together. A loop with \(\beta>1\) may still have a single solution at some particular \(\varphi_e\).
- `three_solutions` assumes `1 < β` and supplies one \(\delta\) for which \(\pi-\delta\), \(\pi\) and \(\pi+\delta\) all solve the equation at \(\varphi_e=\pi\). They are distinct because \(\delta>0\). The theorem does not say that there are no others.
- `degenerate_double_well` takes any \(\delta\) with \(0<\delta<\pi\) and \(\beta\sin\delta=\delta\), and compares the three energies. For \(\beta>1\), `exists_offset` provides such a \(\delta\).
- `hasDerivAt_squidEnergy` is the formula for \(U'\), valid for all real \(\beta\).

The sinusoidal current–phase relation and the single lumped inductance are built into the definitions. Capacitance, damping and noise are absent, so the theorems concern static states and not the switching between them.

## Existence for every β ≥ 0

Write \(g(\varphi)=\varphi+\beta\sin\varphi\). Since \(-1\le\sin\varphi\le1\),

\[
g(\varphi_e-\beta)\le \varphi_e-\beta+\beta=\varphi_e,
\qquad
g(\varphi_e+\beta)\ge \varphi_e+\beta-\beta=\varphi_e .
\]

The function \(g\) is continuous, so it takes the value \(\varphi_e\) somewhere in \([\varphi_e-\beta,\varphi_e+\beta]\). For \(\beta=0\) this interval is the single point \(\varphi_e\), which is the solution.

## Uniqueness up to β = 1

Let \(x<y\) and put \(u=(y-x)/2>0\). The sine difference formula and \(|\sin u|<u\) give

\[
|\sin y-\sin x|
=2\,|\sin u|\,\left|\cos\frac{y+x}{2}\right|
\le 2|\sin u|<2u=y-x .
\]

For \(0\le\beta\le1\) it follows that

\[
g(y)-g(x)=(y-x)+\beta(\sin y-\sin x)
\ge (y-x)-|\sin y-\sin x|>0 .
\]

So \(g\) is strictly increasing and takes each value at most once. The argument includes \(\beta=1\), where \(g'(\varphi)=1+\cos\varphi\) vanishes at odd multiples of \(\pi\) and a test requiring \(g'>0\) everywhere would fail.

## Three solutions above β = 1

Let \(\beta>1\). We look for \(\delta\in(0,\pi)\) with \(\beta\sin\delta=\delta\). Take \(d=(\beta-1)/\beta\), so that \(0<d<1\) and \(\beta d=\beta-1\). For such \(d\), \(\sin d\ge d-d^3/6>d-d^3/4\). Hence

\[
\beta\sin d-d>(\beta-1)d-\frac{\beta d^3}{4}
=\beta d^2\left(1-\frac d4\right)>0 .
\]

The function \(x-\beta\sin x\) is thus negative at \(x=d\), while at \(x=\pi\) it equals \(\pi>0\). By continuity it vanishes at some \(\delta\) between them.

Now set \(\varphi_e=\pi\). Since \(\sin(\pi-\delta)=\sin\delta\) and \(\sin(\pi+\delta)=-\sin\delta\),

\[
g(\pi-\delta)=\pi-\delta+\beta\sin\delta=\pi,\qquad
g(\pi)=\pi,\qquad
g(\pi+\delta)=\pi+\delta-\beta\sin\delta=\pi .
\]

Uniqueness fails at this external phase, which proves the remaining direction of the equivalence.

## Energies at half a flux quantum

With \(\varphi_e=\pi\), direct substitution gives

\[
U(\pi\pm\delta)=\frac{\delta^2}{2}+\beta\cos\delta,\qquad U(\pi)=\beta .
\]

The outer energies are equal. For the comparison with the centre, let \(x=\delta/2\), so \(0<x<\pi/2\). Then

\[
U(\pi)-U(\pi\pm\delta)=\beta(1-\cos 2x)-2x^2
=2\left(\beta\sin^2x-x^2\right).
\]

The condition \(\beta\sin\delta=\delta\) becomes \(x=\beta\sin x\cos x\). Multiplying by \(x\) and using \(x<\tan x\), that is \(x\cos x<\sin x\), we obtain

\[
x^2=\beta\sin x\,(x\cos x)<\beta\sin^2x ,
\]

where \(\beta>0\) because \(\delta\) and \(\sin\delta\) are positive. The energy difference is positive.

This comparison does not by itself classify the stationary points. For that one would examine \(U''=1+\beta\cos\varphi\), which is \(1-\beta<0\) at the centre and \(1-\delta\cot\delta>0\) at the outer points.

## A negative β can break the equivalence

Without the condition \(\beta\ge0\), \(\beta\le1\) no longer guarantees uniqueness. Take \(\beta=-\pi/2\) and \(\varphi_e=0\). The equation becomes \(\varphi=\tfrac{\pi}{2}\sin\varphi\), and \(-\pi/2\), \(0\) and \(\pi/2\) all solve it. Physically, a negative \(\beta\) describes a junction whose current–phase relation has the opposite sign.

## Solving for the phase numerically

The existence argument gives a bracket for a root finder: bisection on \([\varphi_e-\beta,\varphi_e+\beta]\) converges to a solution for any \(\beta\ge0\). For \(\beta\le1\) it is the only one. For \(\beta>1\) there may be several, and bisection can return an unstable one: at \(\varphi_e=\pi\) the first midpoint is \(\varphi=\pi\), a solution that is a local maximum of \(U\). A simulated flux sweep must follow the branch on which the loop already sits in order to show hysteresis.

Newton's method divides by \(1+\beta\cos\varphi\). At \(\beta=1\) and \(\varphi_e=\pi\) this slope vanishes at the solution \(\varphi=\pi\), a triple root, and convergence near it is only linear.

## The Lean file

```lean
import Mathlib

open Set

namespace RfSquid

noncomputable section

/-- The left side `φ + β sin φ` of the rf-SQUID flux equation, with `φ` the junction phase
and `β` the dimensionless screening parameter. -/
def totalPhase (β φ : ℝ) : ℝ := φ + β * Real.sin φ

/-- The dimensionless rf-SQUID potential: the magnetic energy of the loop plus the
Josephson energy, at external phase `φe`. -/
def squidEnergy (β φe φ : ℝ) : ℝ := (φ - φe) ^ 2 / 2 - β * Real.cos φ

/-- The slope of the rf-SQUID potential is the residual `φ + β sin φ - φe` of the
flux equation. -/
theorem hasDerivAt_squidEnergy (β φe φ : ℝ) :
    HasDerivAt (squidEnergy β φe) (totalPhase β φ - φe) φ := by
  have e : squidEnergy β φe =
      fun x => (x - φe) * (x - φe) / 2 - β * Real.cos x := by
    funext x
    unfold squidEnergy
    ring
  rw [e]
  have h1 : HasDerivAt (fun x : ℝ => x - φe) 1 φ := (hasDerivAt_id' φ).sub_const φe
  have h2 := ((h1.fun_mul h1).div_const 2).fun_sub ((Real.hasDerivAt_cos φ).const_mul β)
  exact h2.congr_deriv (by unfold totalPhase; ring)

/-- For every `β ≥ 0` and every external phase, the flux equation has a solution within
distance `β` of the external phase. -/
theorem exists_solution {β : ℝ} (hβ : 0 ≤ β) (φe : ℝ) :
    ∃ φ ∈ Icc (φe - β) (φe + β), totalPhase β φ = φe := by
  have hc : ContinuousOn (totalPhase β) (Icc (φe - β) (φe + β)) := by
    unfold totalPhase
    exact (continuous_id.add (continuous_const.mul Real.continuous_sin)).continuousOn
  have hlo : totalPhase β (φe - β) ≤ φe := by
    unfold totalPhase
    nlinarith [mul_le_mul_of_nonneg_left (Real.sin_le_one (φe - β)) hβ]
  have hhi : φe ≤ totalPhase β (φe + β) := by
    unfold totalPhase
    nlinarith [mul_le_mul_of_nonneg_left (Real.neg_one_le_sin (φe + β)) hβ]
  obtain ⟨φ, hφ, h⟩ := intermediate_value_Icc (by linarith) hc ⟨hlo, hhi⟩
  exact ⟨φ, hφ, h⟩

/-- For `0 ≤ β ≤ 1` the map from junction phase to external phase is strictly increasing. -/
theorem totalPhase_strictMono {β : ℝ} (hβ : 0 ≤ β) (hβ1 : β ≤ 1) :
    StrictMono (totalPhase β) := by
  intro x y hxy
  have hh : 0 < (y - x) / 2 := by linarith
  -- the sine of a positive angle is smaller in size than the angle
  have hs : |Real.sin ((y - x) / 2)| < (y - x) / 2 := by
    rw [abs_lt]
    refine ⟨?_, Real.sin_lt hh⟩
    rcases le_or_gt ((y - x) / 2) 1 with h | h
    · linarith [Real.sin_pos_of_pos_of_le_one hh h]
    · linarith [Real.neg_one_le_sin ((y - x) / 2)]
  have hd : |Real.sin y - Real.sin x| < y - x := by
    rw [Real.sin_sub_sin, abs_mul, abs_mul, abs_of_pos (by norm_num : (0 : ℝ) < 2)]
    have hc := mul_le_mul_of_nonneg_left (Real.abs_cos_le_one ((y + x) / 2))
      (abs_nonneg (Real.sin ((y - x) / 2)))
    nlinarith
  -- the Josephson term cannot overcome the linear term
  have h1 := mul_le_mul_of_nonneg_left (neg_abs_le (Real.sin y - Real.sin x)) hβ
  have h2 := mul_le_mul_of_nonneg_right hβ1 (abs_nonneg (Real.sin y - Real.sin x))
  unfold totalPhase
  nlinarith

/-- For `β > 1` there is a phase offset `δ` strictly between `0` and `π` with
`β sin δ = δ`. -/
theorem exists_offset {β : ℝ} (hβ : 1 < β) :
    ∃ δ : ℝ, 0 < δ ∧ δ < Real.pi ∧ β * Real.sin δ = δ := by
  have hb : 0 < β := by linarith
  obtain ⟨d, hd⟩ : ∃ d : ℝ, β * d = β - 1 := ⟨(β - 1) / β, by field_simp⟩
  have hd0 : 0 < d := by
    by_contra h
    nlinarith [mul_nonneg hb.le (neg_nonneg.mpr (not_lt.mp h))]
  have hd1 : d < 1 := by
    by_contra h
    nlinarith [mul_le_mul_of_nonneg_left (not_lt.mp h) hb.le]
  -- a cubic lower bound for the sine at `d`
  have hsin : d - d ^ 3 / 4 < Real.sin d := by
    have h := (abs_le.mp (Real.sin_bound (x := d) (by rw [abs_of_pos hd0]; exact hd1.le))).1
    rw [abs_of_pos hd0] at h
    have h3 : 0 < d ^ 3 := by positivity
    have h4 : d ^ 5 ≤ d ^ 3 := pow_le_pow_of_le_one hd0.le hd1.le (by norm_num)
    linarith
  have hlo : d - β * Real.sin d ≤ 0 := by
    have h1 := mul_lt_mul_of_pos_left hsin hb
    have h2 : β * (d - d ^ 3 / 4) - d = β * d ^ 2 * (1 - d / 4) := by
      linear_combination (-d) * hd
    have h3 : 0 < β * d ^ 2 * (1 - d / 4) :=
      mul_pos (by positivity) (by linarith)
    linarith
  have hhi : 0 ≤ Real.pi - β * Real.sin Real.pi := by
    rw [Real.sin_pi]
    linarith [Real.pi_pos]
  have hc : ContinuousOn (fun x : ℝ => x - β * Real.sin x) (Icc d Real.pi) :=
    (continuous_id.sub (continuous_const.mul Real.continuous_sin)).continuousOn
  obtain ⟨δ, hδ, h⟩ :=
    intermediate_value_Icc (by linarith [Real.pi_gt_three]) hc ⟨hlo, hhi⟩
  have h' : δ - β * Real.sin δ = 0 := h
  refine ⟨δ, lt_of_lt_of_le hd0 hδ.1, lt_of_le_of_ne hδ.2 ?_, by linarith⟩
  intro he
  rw [he, Real.sin_pi] at h'
  linarith [Real.pi_pos]

/-- For `β > 1` and external phase `π`, the flux equation has three distinct solutions:
`π` itself and a pair placed symmetrically about it. -/
theorem three_solutions {β : ℝ} (hβ : 1 < β) :
    ∃ δ : ℝ, 0 < δ ∧ δ < Real.pi ∧ totalPhase β (Real.pi - δ) = Real.pi ∧
      totalPhase β Real.pi = Real.pi ∧ totalPhase β (Real.pi + δ) = Real.pi := by
  obtain ⟨δ, h0, hpi, h⟩ := exists_offset hβ
  refine ⟨δ, h0, hpi, ?_, ?_, ?_⟩
  · rw [totalPhase, Real.sin_pi_sub]
    linarith
  · rw [totalPhase, Real.sin_pi]
    ring
  · rw [totalPhase, add_comm Real.pi δ, Real.sin_add_pi]
    linarith

/-- For `β ≥ 0`, the rf-SQUID equation `φ + β sin φ = φe` has exactly one solution for
every external phase `φe` if and only if `β ≤ 1`. -/
theorem existsUnique_solution_iff {β : ℝ} (hβ : 0 ≤ β) :
    (∀ φe : ℝ, ∃! φ : ℝ, totalPhase β φ = φe) ↔ β ≤ 1 := by
  constructor
  · intro h
    by_contra hlt
    -- above the threshold, two different solutions at external phase π
    obtain ⟨δ, h0, _, _, h2, h3⟩ := three_solutions (not_le.mp hlt)
    have := (h Real.pi).unique h2 h3
    linarith
  · intro h1 φe
    obtain ⟨φ, _, h⟩ := exists_solution hβ φe
    exact ⟨φ, h, fun ψ hψ => (totalPhase_strictMono hβ h1).injective (hψ.trans h.symm)⟩

/-- At external phase `π`, if `β sin δ = δ` with `0 < δ < π`, the phases `π - δ` and `π + δ`
have equal potential energy, strictly below the energy at `π`. -/
theorem degenerate_double_well {β δ : ℝ} (h0 : 0 < δ) (hpi : δ < Real.pi)
    (h : β * Real.sin δ = δ) :
    squidEnergy β Real.pi (Real.pi - δ) = squidEnergy β Real.pi (Real.pi + δ) ∧
      squidEnergy β Real.pi (Real.pi + δ) < squidEnergy β Real.pi Real.pi := by
  have hcos : Real.cos (Real.pi + δ) = -Real.cos δ := by
    rw [add_comm, Real.cos_add_pi]
  unfold squidEnergy
  rw [hcos, Real.cos_pi_sub, Real.cos_pi]
  refine ⟨by ring, ?_⟩
  have hb : 0 < β := by
    have hs := Real.sin_pos_of_pos_of_lt_pi h0 hpi
    by_contra hn
    nlinarith [mul_nonneg (neg_nonneg.mpr (not_lt.mp hn)) hs.le]
  -- pass to the half angle, where the claim becomes x < tan x
  obtain ⟨x, rfl⟩ : ∃ x : ℝ, δ = 2 * x := ⟨δ / 2, by ring⟩
  have hx : 0 < x := by linarith
  have hx2 : x < Real.pi / 2 := by linarith
  have hc : 0 < Real.cos x := Real.cos_pos_of_mem_Ioo ⟨by linarith, hx2⟩
  have hs : 0 < Real.sin x := Real.sin_pos_of_pos_of_lt_pi hx (by linarith)
  have ht := Real.lt_tan hx hx2
  rw [Real.tan_eq_sin_div_cos, lt_div_iff₀ hc] at ht
  rw [Real.sin_two_mul] at h
  have key := mul_lt_mul_of_pos_left ht (mul_pos hb hs)
  have hsq : x ^ 2 = β * Real.sin x * (x * Real.cos x) := by
    linear_combination (-x / 2) * h
  have hcs : β * Real.cos (2 * x) = β - 2 * (β * Real.sin x * Real.sin x) := by
    rw [Real.cos_two_mul]
    linear_combination (2 * β) * Real.sin_sq_add_cos_sq x
  nlinarith

end

end RfSquid
```

```lean
#print axioms RfSquid.hasDerivAt_squidEnergy
#print axioms RfSquid.existsUnique_solution_iff
#print axioms RfSquid.degenerate_double_well
```

```
'RfSquid.hasDerivAt_squidEnergy' depends on axioms: [propext, Classical.choice, Quot.sound]
'RfSquid.existsUnique_solution_iff' depends on axioms: [propext, Classical.choice, Quot.sound]
'RfSquid.degenerate_double_well' depends on axioms: [propext, Classical.choice, Quot.sound]
```

## How the proof follows the derivation

**The slope of the energy.** `hasDerivAt_squidEnergy` first writes the square as a product, then combines the product rule with the derivative of cosine. The final `ring` identifies the result with the residual of the flux equation.

**Existence.** In `exists_solution`, `hlo` and `hhi` are the two endpoint inequalities. They multiply the bounds on sine by the nonnegative number \(\beta\), and `intermediate_value_Icc` then supplies the solution.

**Monotonicity.** In `totalPhase_strictMono`, `hs` is the estimate \(|\sin u|<u\). Its upper half is `Real.sin_lt`. Its lower half, \(-u<\sin u\), is split at \(u=1\): up to there the sine is positive, and beyond it \(\sin u\ge-1>-u\). The step `hd` applies the sine difference formula and bounds the cosine by one. Then `h1` and `h2` bring in \(0\le\beta\le1\), and `nlinarith` assembles the inequality for \(g\).

**The offset.** `exists_offset` introduces \(d\) through the equation \(\beta d=\beta-1\), which avoids carrying the quotient through the algebra. The cubic bound `hsin` comes from Mathlib's `Real.sin_bound`, whose error term is absorbed by weakening \(1/6\) to \(1/4\). In `hlo`, `linear_combination` verifies the identity with the factor \(\beta d^2(1-d/4)\). The intermediate value theorem returns a point in the closed interval \([d,\pi]\), so the last lines exclude \(\delta=\pi\): there the equation would read \(\pi=0\).

**The equivalence.** `three_solutions` consists of the reflection identities for sine followed by linear arithmetic. In `existsUnique_solution_iff`, the forward direction supposes \(\beta>1\) and applies the assumed uniqueness at \(\varphi_e=\pi\) to the solutions \(\pi\) and \(\pi+\delta\). This forces \(\delta=0\), a contradiction. The reverse direction takes a solution from `exists_solution` and uses the injectivity of a strictly increasing function.

**The energy comparison.** `degenerate_double_well` settles the equality of the outer energies by `ring`. It then replaces \(\delta\) by \(2x\) and turns `Real.lt_tan` into \(x\cos x<\sin x\). The step `key` multiplies this by \(\beta\sin x>0\), `hsq` rewrites \(x^2\) using the flux condition, and `hcs` expresses \(\beta\cos 2x\) through \(\sin^2x\). Together they give the strict inequality.
